# In a coherent state of a harmonic oscillator, the variance of the quantum number equals its mean

A displaced oscillator state is described here by real coefficients `c n` in the fixed-centre oscillator basis; it is normalised and is an eigenvector of the annihilation operator with real eigenvalue α. The theorem `quantum_number_moments` says that its quantum number has mean α² and variance α², that is, the series Σ n cₙ² and Σ (n − α²)² cₙ² both converge to α². The proof drops the vanishing first term of a series and uses the relation (n+1) cₙ₊₁² = α² cₙ² between neighbouring populations to get the mean. The same steps give α²(α² + 1) for the mean of n², and the variance follows by expanding the square.

As first written in Lean, the proof fails:

```lean
import Mathlib

open Finset

namespace QuantumNumberMoments

noncomputable section

/-- The annihilation operator acting on the coefficients of a state in the fixed-centre
oscillator basis. -/
def lower (c : ℕ → ℝ) (n : ℕ) : ℝ := √((n : ℝ) + 1) * c (n + 1)

/-- A displaced oscillator state with real displacement `α`: a normalised eigenvector of the
annihilation operator with eigenvalue `α`. -/
structure IsDisplaced (α : ℝ) (c : ℕ → ℝ) : Prop where
  eigen : ∀ n, lower c n = α * c n
  normalized : HasSum (fun n => c n ^ 2) 1

variable {α : ℝ} {c : ℕ → ℝ}

/-- In a displaced state, the populations of neighbouring levels obey
`(n+1) c_(n+1)² = α² c_n²`. -/
theorem population_step (h : IsDisplaced α c) (n : ℕ) :
    ((n : ℝ) + 1) * c (n + 1) ^ 2 = α ^ 2 * c n ^ 2 := by
  have hs : √((n : ℝ) + 1) ^ 2 = (n : ℝ) + 1 := Real.sq_sqrt (by positivity)
  have he : √((n : ℝ) + 1) * c (n + 1) = α * c n := h.eigen n
  rw [← hs, ← mul_pow, he, mul_pow]

/-- In a displaced state the mean and the variance of the quantum number are both `α²`. -/
theorem quantum_number_moments (h : IsDisplaced α c) :
    HasSum (fun n : ℕ => (n : ℝ) * c n ^ 2) (α ^ 2) ∧
      HasSum (fun n : ℕ => ((n : ℝ) - α ^ 2) ^ 2 * c n ^ 2) (α ^ 2) := by
  -- a series whose first term vanishes may be summed from the second term on
  have shift : ∀ (f : ℕ → ℝ) (a : ℝ), f 0 = 0 → HasSum (fun n => f (n + 1)) a →
      HasSum f a := by
    intro f a h0 hf
    have hg := (hasSum_nat_add_iff (f := f) 1).mp hf
    rw [Finset.sum_range_one, h0, add_zero] at hg
    exact hg
  have h1 : HasSum (fun n : ℕ => (n : ℝ) * c n ^ 2) (α ^ 2) := by
    apply shift _ _ (by simp)
    convert h.normalized.mul_left (α ^ 2) using 1
    · funext n
      push_cast
      exact population_step h n
    · ring
  have h2 : HasSum (fun n : ℕ => (n : ℝ) ^ 2 * c n ^ 2) (α ^ 2 * (α ^ 2 + 1)) := by
    apply shift _ _ (by simp)
    have hs : HasSum (fun n : ℕ => α ^ 2 * ((n : ℝ) * c n ^ 2 + c n ^ 2))
        (α ^ 2 * (α ^ 2 + 1)) := (h1.add h.normalized).mul_left (α ^ 2)
    convert hs using 1
    funext n
    push_cast
    linear_combination ((n : ℝ) + 1) * population_step h n
  refine ⟨h1, ?_⟩
  have hv : HasSum (fun n : ℕ => (n : ℝ) ^ 2 * c n ^ 2 - 2 * α ^ 2 * ((n : ℝ) * c n ^ 2)
      + α ^ 4 * c n ^ 2) (α ^ 2 * (α ^ 2 + 1) - 2 * α ^ 2 * α ^ 2 + α ^ 4 * 1) :=
    (h2.sub (h1.mul_left (2 * α ^ 2))).add (h.normalized.mul_left (α ^ 4))
  convert hv using 1
  · funext n
    ring
  · ring

end

end QuantumNumberMoments
```

Messages:

```
Main.lean:43:6: error: Tactic `apply` failed: could not unify the conclusion of `@funext`
  ?f = ?g
with the goal
  Real.instAddCommMonoid =
    CommRing.toNonUnitalCommRing.toNonUnitalNonAssocCommRing.toNonUnitalNonAssocSemiring.toAddCommMonoid

Note: The full type of `@funext` is
  ∀ {α : Sort ?u.138} {β : α → Sort ?u.137} {f g : (x : α) → β x}, (∀ (x : α), f x = g x) → f = g

case e'_3
α : ℝ
c : ℕ → ℝ
h : IsDisplaced α c
shift : ∀ (f : ℕ → ℝ) (a : ℝ), f 0 = 0 → HasSum (fun n => f (n + 1)) a → HasSum f a
⊢ Real.instAddCommMonoid =
    CommRing.toNonUnitalCommRing.toNonUnitalNonAssocCommRing.toNonUnitalNonAssocSemiring.toAddCommMonoid
Try this:
  [apply] ring_nf
  
  The `ring` tactic failed to close the goal. Use `ring_nf` to obtain a normal form.
    
  Note that `ring` works primarily in *commutative* rings. If you have a noncommutative ring, abelian group or module, consider using `noncomm_ring`, `abel` or `module` instead.
Main.lean:46:4: error: unsolved goals
case e'_5
α : ℝ
c : ℕ → ℝ
h : IsDisplaced α c
shift : ∀ (f : ℕ → ℝ) (a : ℝ), f 0 = 0 → HasSum (fun n => f (n + 1)) a → HasSum f a
⊢ (fun n => ↑(1 + n) * c (1 + n) ^ 2) = fun i => α ^ 2 * c i ^ 2
Main.lean:40:63: error: unsolved goals
case e'_6
α : ℝ
c : ℕ → ℝ
h : IsDisplaced α c
shift : ∀ (f : ℕ → ℝ) (a : ℝ), f 0 = 0 → HasSum (fun n => f (n + 1)) a → HasSum f a
⊢ α ^ 2 = α ^ 2 * 1
```

The change, after which it compiles:

```diff
@@ -40,5 +40,7 @@
   have h1 : HasSum (fun n : ℕ => (n : ℝ) * c n ^ 2) (α ^ 2) := by
     apply shift _ _ (by simp)
-    convert h.normalized.mul_left (α ^ 2) using 1
+    have hs : HasSum (fun n : ℕ => α ^ 2 * c n ^ 2) (α ^ 2 * 1) :=
+      h.normalized.mul_left (α ^ 2)
+    convert hs using 1
     · funext n
       push_cast
```

Diagnosis. All three errors come from one `convert` in the proof of `h1`. The sum produced by `mul_left` carries an additive structure on ℝ derived from its ring structure, while the goal carries `Real.instAddCommMonoid`. `convert ... using 1` compares the two statements argument by argument, and it left the equality of these instances as an extra first goal.

The two bullets were written for two goals, so each met the wrong one. `funext` was applied to the instance equality, which is not in the form it expects. `ring` got the equality of the summands, which needs `population_step`. The goal `α ^ 2 = α ^ 2 * 1`, which `ring` was meant to close, had no bullet left.

The repair first states the scaled sum as `hs`, with its type written out. Lean then picks the instance for that type afresh, as it did for the goal, and accepts the `mul_left` term because the two structures are equal by definition. `convert hs using 1` now leaves only the summands and the values, in the order the unchanged bullets expect.
